# Parseval's identity for a real fluctuation on a finite ring

A real fluctuation `v` is given on a ring of N sites, with N finite and nonzero, and its amplitude at mode m is the sum over sites j of exp(2πi m j/N) v_j. The theorem `parseval` states that the squared moduli of these amplitudes, summed over all N modes, equal N times the sum of v_j². The factor N is there because the Fourier sum is unnormalised; with amplitudes divided by √N the two sums would be equal. The proof works in the complex numbers, writes each squared modulus as a double sum over sites j and l, and carries out the sum over modes first. By `orthogonality` only the terms with j = l survive, each with a factor N.

In Lean, a first try:

```lean
import Mathlib

open Real

namespace Parseval

noncomputable section

variable {N : ℕ} [NeZero N]

/-- The unnormalised Fourier sum of the fluctuation `v` at mode `m`, with phase factor
`exp(+2πi m j/N)` at site `j`. -/
def amplitude (v : ZMod N → ℝ) (m : ZMod N) : ℂ :=
  ∑ j, ZMod.stdAddChar (m * j) * (v j : ℂ)

/-- Summed over all modes `m`, the phase factors at displacement `b` give `N` if `b = 0` and zero
otherwise. -/
theorem orthogonality (b : ZMod N) :
    ∑ m : ZMod N, ZMod.stdAddChar (m * b) = if b = 0 then (N : ℂ) else 0 := by
  rw [AddChar.sum_mulShift b (ZMod.isPrimitive_stdAddChar N)]
  split_ifs <;> simp [ZMod.card]

/-- Parseval's identity on the ring: the mode intensities add up to `N` times the summed
squared fluctuation. -/
theorem parseval (v : ZMod N → ℝ) :
    ∑ m, Complex.normSq (amplitude v m) = N * ∑ j, v j ^ 2 := by
  have key : ∑ m, (Complex.normSq (amplitude v m) : ℂ) = (N : ℂ) * ∑ j, (v j : ℂ) ^ 2 := by
    calc ∑ m, (Complex.normSq (amplitude v m) : ℂ)
        = ∑ m : ZMod N, ∑ j, ∑ l,
            ZMod.stdAddChar (m * (j - l)) * ((v j : ℂ) * (v l : ℂ)) := by
          refine Finset.sum_congr rfl fun m _ => ?_
          rw [← Complex.mul_conj, amplitude, map_sum, Finset.sum_mul_sum]
          refine Finset.sum_congr rfl fun j _ => Finset.sum_congr rfl fun l _ => ?_
          rw [map_mul, Complex.conj_ofReal, ← AddChar.map_neg_eq_conj,
            show m * (j - l) = m * j + -(m * l) by ring, AddChar.map_add_eq_mul]
          ring
      _ = ∑ j, ∑ l, (∑ m : ZMod N, ZMod.stdAddChar (m * (j - l))) *
            ((v j : ℂ) * (v l : ℂ)) := by
          rw [Finset.sum_comm]
          refine Finset.sum_congr rfl fun j _ => ?_
          rw [Finset.sum_comm]
          exact Finset.sum_congr rfl fun l _ => (Finset.sum_mul _ _ _).symm
      _ = (N : ℂ) * ∑ j, (v j : ℂ) ^ 2 := by
          rw [Finset.mul_sum]
          refine Finset.sum_congr rfl fun j _ => ?_
          rw [Finset.sum_eq_single j]
          · rw [orthogonality, if_pos (sub_self j)]
            ring
          · intro l _ hl
            rw [orthogonality, if_neg (sub_ne_zero.mpr hl.symm), zero_mul]
          · simp
  exact_mod_cast key

end

end Parseval
```

The error:

```
Main.lean:34:14: error(lean.synthInstanceFailed): failed to synthesize instance of type class
  MulHomClass (AddChar (ZMod N) ℂ) (ZMod N) ℂ

Hint: Type class instance resolution failures can be inspected with the `set_option trace.Meta.synthInstance true` command.
Main.lean:34:23: error: Tactic `rewrite` failed: Did not find an occurrence of the pattern
  (starRingEnd ℂ) ↑?r
in the target expression
  ZMod.stdAddChar m * ZMod.stdAddChar j * ↑(v j) * (starRingEnd ℂ) (ZMod.stdAddChar (m * l) * ↑(v l)) =
    ZMod.stdAddChar (m * (j - l)) * (↑(v j) * ↑(v l))

N : ℕ
inst✝ : NeZero N
v : ZMod N → ℝ
m : ZMod N
x✝² : m ∈ Finset.univ
j : ZMod N
x✝¹ : j ∈ Finset.univ
l : ZMod N
x✝ : l ∈ Finset.univ
⊢ ZMod.stdAddChar m * ZMod.stdAddChar j * ↑(v j) * (starRingEnd ℂ) (ZMod.stdAddChar (m * l) * ↑(v l)) =
    ZMod.stdAddChar (m * (j - l)) * (↑(v j) * ↑(v l))
```

What went wrong. The rewrite with `map_mul` was meant to split the complex conjugate of a product into a product of conjugates. But `map_mul` without arguments fits any function applied to a product, and here it took `ZMod.stdAddChar (m * j)` and turned it into `ZMod.stdAddChar m * ZMod.stdAddChar j`. That step needs the character to preserve multiplication, which is the `MulHomClass` instance Lean could not find. An additive character turns sums into products, and has no such rule for products.

The second error follows from the first. The conjugate still stands over the whole product `ZMod.stdAddChar (m * l) * ↑(v l)`, so `Complex.conj_ofReal` finds no conjugate of a real number alone to simplify.

The repair names the function, `map_mul (starRingEnd ℂ)`, so that the rewrite can only act on the conjugation, which does preserve products. This leaves the conjugate of `↑(v l)` as a separate factor, which `Complex.conj_ofReal` removes, and the rest of the proof goes through unchanged.

The change, after which it compiles:

```diff
@@ -32,5 +32,5 @@
           rw [← Complex.mul_conj, amplitude, map_sum, Finset.sum_mul_sum]
           refine Finset.sum_congr rfl fun j _ => Finset.sum_congr rfl fun l _ => ?_
-          rw [map_mul, Complex.conj_ofReal, ← AddChar.map_neg_eq_conj,
+          rw [map_mul (starRingEnd ℂ), Complex.conj_ofReal, ← AddChar.map_neg_eq_conj,
             show m * (j - l) = m * j + -(m * l) by ring, AddChar.map_add_eq_mul]
           ring
```
